# Underestimating the solid-minus-liquid free energy by a constant δ > 0 raises a potential's melting point by between δ/s₂ and δ/s₁ when the entropy of fusion lies between s₁ > 0 and s₂

Suppose I describe the error of an interatomic potential by a single number: at every temperature it underestimates the solid-minus-liquid free energy $g(T)$ by the same $\delta>0$. The true melting point satisfies $g(T_m)=0$, while the potential melts where $g(T')=\delta$. If the entropy of fusion $g'(T)$ stays between two positive bounds $s_1$ and $s_2$, I expect

$$\frac{\delta}{s_2}\le T'-T_m\le\frac{\delta}{s_1}.$$

I usually see only the first-order estimate, error divided by entropy of fusion. Can the two-sided bound be made rigorous and machine-checked, and what survives if the error depends on temperature?

## The error as a function subtracted from the free energy

The formalisation lets the error be a function $e(T)$, so that the potential's free-energy difference is $g(T)-e(T)$, and treats your constant $\delta$ as a special case. A melting point is then a zero of a free-energy difference, for the real material and for the potential alike. The two-sided bound is stated for constant errors. Since only the error at the potential's melting point $T'$ matters, it also holds for a temperature-dependent error with $e(T')>0$, on setting $\delta=e(T')$. If only a bound on $|e(T')|$ is known, there is still an upper bound on the size of the shift.

Here $g=G_{\text{solid}}-G_{\text{liquid}}$, per atom and at fixed pressure. Since $\partial G/\partial T=-S$, its slope is $g'=S_{\text{liquid}}-S_{\text{solid}}$, the entropy of fusion. The condition $g'\ge s_1>0$ says that the liquid always has more entropy than the solid, by at least a fixed amount. A potential that makes $g$ too small favours the solid, so it melts too high.

## From slope bounds to temperature bounds

**Separation of temperatures.** For $a\le b$, the mean value theorem gives
$$s_1(b-a)\le g(b)-g(a)\le s_2(b-a).$$
The left inequality, applied in whichever order the two temperatures come, yields $s_1|a-b|\le|g(a)-g(b)|$.

**One melting point for each constant error.** Let $\delta$ have either sign and put $R=|\delta-g(0)|/s_1$. Then
$$g(R)\ge g(0)+s_1R=g(0)+|\delta-g(0)|\ge\delta,$$
$$g(-R)\le g(0)-|\delta-g(0)|\le\delta.$$
Since $g$ is continuous, it takes the value $\delta$ somewhere in $[-R,R]$. If it took that value at both $T$ and $T'$, separation would give $s_1|T'-T|\le0$, hence $T'=T$.

**The two-sided bound.** Let $\delta>0$, $g(T_m)=0$ and $g(T')=\delta$. If $T'<T_m$, then
$$-\delta=g(T_m)-g(T')\ge s_1(T_m-T')>0,$$
which is impossible. So $T_m\le T'$, and the slope bounds between these temperatures give
$$s_1(T'-T_m)\le\delta\le s_2(T'-T_m).$$
Dividing by $s_1$ and by $s_2$ gives the claim.

**An error that varies with temperature.** If the potential melts at $T'$, then $g(T')=e(T')$. When $|e(T')|\le\varepsilon$, separation gives
$$s_1|T'-T_m|\le|g(T')-g(T_m)|=|e(T')|\le\varepsilon,$$
so $|T'-T_m|\le\varepsilon/s_1$. Only the error at the potential's own melting point enters.

**When the upper bound is reached.** Take a constant error with $T_m\le T'$, and suppose $\delta=s_1(T'-T_m)$. For $T$ between the two melting points, the slope bound on $[T_m,T]$ gives $g(T)\ge s_1(T-T_m)$. On $[T,T']$ it gives $\delta-g(T)\ge s_1(T'-T)$, hence
$$g(T)\le\delta-s_1(T'-T)=s_1(T-T_m).$$
So $g(T)=s_1(T-T_m)$ throughout the interval. Conversely, if $g$ has this form, setting $T=T'$ returns $\delta=s_1(T'-T_m)$.

**The first-order estimate.** Let $\tau(\delta)$ be the melting point for constant error $\delta$, so that $g(\tau(\delta))=\delta$. Separation gives $|\tau(x)-\tau(\delta)|\le|x-\delta|/s_1$, so $\tau$ is continuous. For $x\ne\delta$ the temperatures $\tau(x)$ and $\tau(\delta)$ differ, and
$$\frac{\tau(x)-\tau(\delta)}{x-\delta}=\left[\frac{g(\tau(x))-g(\tau(\delta))}{\tau(x)-\tau(\delta)}\right]^{-1}\longrightarrow\frac{1}{g'(\tau(\delta))}\quad(x\to\delta).$$
At $\delta=0$ this is the familiar rate $1/g'(T_m)$.

## The Lean development

```lean
import Mathlib

open Set

namespace MeltingPointError

/-- The solid-minus-liquid free energy predicted by a potential that underestimates
the true difference `g` by the error `e`, which may depend on temperature. -/
def potentialGap (g e : ℝ → ℝ) (T : ℝ) : ℝ := g T - e T

/-- A melting point is a temperature at which the solid-minus-liquid free energy vanishes. -/
def IsMeltingPoint (g : ℝ → ℝ) (T : ℝ) : Prop := g T = 0

variable {g : ℝ → ℝ} {s1 s2 Tm : ℝ}

/-- If the entropy of fusion is at least `s1`, the free-energy differences at two temperatures
are at least `s1` times as far apart as the temperatures. -/
theorem gap_separates (hg : Differentiable ℝ g) (hlo : ∀ T, s1 ≤ deriv g T) (a b : ℝ) :
    s1 * |a - b| ≤ |g a - g b| := by
  rcases le_total a b with h | h
  · have key := mul_sub_le_image_sub_of_le_deriv hg hlo h
    rw [abs_sub_comm a b, abs_sub_comm (g a) (g b), abs_of_nonneg (sub_nonneg.2 h)]
    exact key.trans (le_abs_self _)
  · have key := mul_sub_le_image_sub_of_le_deriv hg hlo h
    rw [abs_of_nonneg (sub_nonneg.2 h)]
    exact key.trans (le_abs_self _)

/-- A potential with a constant free-energy error `δ` of either sign has exactly one
melting point, provided the entropy of fusion is bounded below by a positive `s1`. -/
theorem existsUnique_meltingPoint (hg : Differentiable ℝ g) (hs : 0 < s1)
    (hlo : ∀ T, s1 ≤ deriv g T) (δ : ℝ) :
    ∃! T, IsMeltingPoint (potentialGap g fun _ => δ) T := by
  -- a temperature far enough from zero to bracket the required free-energy difference
  have hb : 0 ≤ |δ - g 0| / s1 := div_nonneg (abs_nonneg _) hs.le
  have hmul : s1 * (|δ - g 0| / s1) = |δ - g 0| := mul_div_cancel₀ _ hs.ne'
  have hup := mul_sub_le_image_sub_of_le_deriv hg hlo hb
  have hdown := mul_sub_le_image_sub_of_le_deriv hg hlo (neg_nonpos.2 hb)
  have h1 := le_abs_self (δ - g 0)
  have h2 := neg_abs_le (δ - g 0)
  obtain ⟨T, hT⟩ : δ ∈ range g :=
    mem_range_of_exists_le_of_exists_ge hg.continuous
      ⟨-(|δ - g 0| / s1), by linarith⟩ ⟨|δ - g 0| / s1, by linarith⟩
  refine ⟨T, sub_eq_zero.2 hT, fun T' hT' => ?_⟩
  have hT'' : g T' = δ := sub_eq_zero.1 hT'
  -- `g` would take the same value at two melting points, hence zero separation
  have hsep := gap_separates hg hlo T' T
  rw [hT'', hT, sub_self, abs_zero] at hsep
  have h0 : |T' - T| ≤ 0 := by
    by_contra hne
    have := mul_pos hs (not_le.1 hne)
    linarith
  exact sub_eq_zero.1 (abs_nonpos_iff.1 h0)

/-- A potential that underestimates the solid-minus-liquid free energy by `δ > 0` melts above the
true melting point `Tm`, by at least `δ / s2` and at most `δ / s1`, where `s1 > 0` and `s2` bound
the entropy of fusion. -/
theorem melting_shift_bounds (hg : Differentiable ℝ g) (hs : 0 < s1)
    (hlo : ∀ T, s1 ≤ deriv g T) (hhi : ∀ T, deriv g T ≤ s2)
    (hTm : IsMeltingPoint g Tm) {δ T' : ℝ} (hδ : 0 < δ)
    (hT' : IsMeltingPoint (potentialGap g fun _ => δ) T') :
    δ / s2 ≤ T' - Tm ∧ T' - Tm ≤ δ / s1 := by
  have h0 : g Tm = 0 := hTm
  have h1 : g T' = δ := sub_eq_zero.1 hT'
  have hs2 : 0 < s2 := hs.trans_le ((hlo Tm).trans (hhi Tm))
  -- the solid-minus-liquid difference increases with temperature, so the shift is upwards
  have hle : Tm ≤ T' := by
    by_contra hlt
    have hlt' : T' < Tm := not_le.1 hlt
    have key := mul_sub_le_image_sub_of_le_deriv hg hlo hlt'.le
    have hpos := mul_pos hs (sub_pos.2 hlt')
    linarith
  have hlow := mul_sub_le_image_sub_of_le_deriv hg hlo hle
  have hupp := image_sub_le_mul_sub_of_deriv_le hg hhi hle
  constructor
  · rw [div_le_iff₀ hs2]
    linarith [mul_comm s2 (T' - Tm)]
  · rw [le_div_iff₀ hs]
    linarith [mul_comm s1 (T' - Tm)]

/-- Let `s1 > 0` be a lower bound on the entropy of fusion. If the free-energy error of a potential,
possibly temperature dependent, is at most `ε` in size at the potential's melting point, then its
melting temperature is off by at most `ε / s1`. -/
theorem melting_error_le (hg : Differentiable ℝ g) (hs : 0 < s1)
    (hlo : ∀ T, s1 ≤ deriv g T) (hTm : IsMeltingPoint g Tm) {e : ℝ → ℝ} {ε T' : ℝ}
    (hT' : IsMeltingPoint (potentialGap g e) T') (he : |e T'| ≤ ε) :
    |T' - Tm| ≤ ε / s1 := by
  have h0 : g Tm = 0 := hTm
  have h1 : g T' = e T' := sub_eq_zero.1 hT'
  have hsep := gap_separates hg hlo T' Tm
  rw [h0, h1, sub_zero] at hsep
  rw [le_div_iff₀ hs]
  linarith [mul_comm s1 |T' - Tm|]

/-- Let `s1 > 0` be a lower bound on the entropy of fusion. For a potential melting at `T' ≥ Tm`
with constant error `δ`, the shift equals `δ / s1` exactly when the true free-energy difference is
linear with slope `s1` between the two melting points. -/
theorem shift_eq_iff_linear (hg : Differentiable ℝ g) (hs : 0 < s1)
    (hlo : ∀ T, s1 ≤ deriv g T) (hTm : IsMeltingPoint g Tm) {δ T' : ℝ} (hle : Tm ≤ T')
    (hT' : IsMeltingPoint (potentialGap g fun _ => δ) T') :
    T' - Tm = δ / s1 ↔ ∀ T ∈ Icc Tm T', g T = s1 * (T - Tm) := by
  have h0 : g Tm = 0 := hTm
  have h1 : g T' = δ := sub_eq_zero.1 hT'
  rw [eq_div_iff hs.ne']
  constructor
  · intro h T hT
    -- the slope bound on both sides of `T` leaves no room for a larger slope
    have ha := mul_sub_le_image_sub_of_le_deriv hg hlo hT.1
    have hb := mul_sub_le_image_sub_of_le_deriv hg hlo hT.2
    apply le_antisymm <;> nlinarith
  · intro h
    have hend := h T' ⟨hle, le_rfl⟩
    linarith [mul_comm s1 (T' - Tm)]

/-- The melting temperature `τ δ` of a potential with constant error `δ` changes with `δ` at a rate
equal to the reciprocal of the entropy of fusion at `τ δ`, provided the entropy of fusion is bounded
below by a positive `s1`. -/
theorem hasDerivAt_meltingPoint (hg : Differentiable ℝ g) (hs : 0 < s1)
    (hlo : ∀ T, s1 ≤ deriv g T) {τ : ℝ → ℝ}
    (hτ : ∀ δ, IsMeltingPoint (potentialGap g fun _ => δ) (τ δ)) (δ : ℝ) :
    HasDerivAt τ (deriv g (τ δ))⁻¹ δ := by
  have hinv : ∀ x, g (τ x) = x := fun x => sub_eq_zero.1 (hτ x)
  -- nearby errors give nearby melting points
  have hcont : ContinuousAt τ δ := by
    rw [Metric.continuousAt_iff]
    intro ε hε
    refine ⟨s1 * ε, mul_pos hs hε, fun {x} hx => ?_⟩
    rw [Real.dist_eq] at hx ⊢
    have hsep := gap_separates hg hlo (τ x) (τ δ)
    rw [hinv, hinv] at hsep
    exact lt_of_mul_lt_mul_left (hsep.trans_lt hx) hs.le
  -- `τ` inverts `g`, whose slope does not vanish
  exact HasDerivAt.of_local_left_inverse hcont (hg (τ δ)).hasDerivAt
    (hs.trans_le (hlo (τ δ))).ne' (Filter.Eventually.of_forall hinv)

end MeltingPointError
```

```lean
#print axioms MeltingPointError.existsUnique_meltingPoint
#print axioms MeltingPointError.melting_shift_bounds
#print axioms MeltingPointError.shift_eq_iff_linear
#print axioms MeltingPointError.hasDerivAt_meltingPoint
```

```
'MeltingPointError.existsUnique_meltingPoint' depends on axioms: [propext, Classical.choice, Quot.sound]
'MeltingPointError.melting_shift_bounds' depends on axioms: [propext, Classical.choice, Quot.sound]
'MeltingPointError.shift_eq_iff_linear' depends on axioms: [propext, Classical.choice, Quot.sound]
'MeltingPointError.hasDerivAt_meltingPoint' depends on axioms: [propext, Classical.choice, Quot.sound]
```

## What the definitions and hypotheses say

`potentialGap g e T` is the potential's free-energy difference $g(T)-e(T)$, and `IsMeltingPoint g T` means $g(T)=0$. Your constant error is the function `fun _ => δ`. The statement `IsMeltingPoint (potentialGap g fun _ => δ) T'` therefore reads $g(T')-\delta=0$, which is your condition $g(T')=\delta$. A positive error means that the potential's value is too low.

The hypothesis `hg` makes $g$ differentiable on the whole real line, `hlo` and `hhi` bound its slope there, and `hs` makes $s_1$ positive. Positivity of $s_2$ follows from these. Temperatures and free energies are plain real numbers, so consistent units are up to the user: with $g$ in meV per atom and $T$ in kelvin, the slopes are in meV per atom per kelvin.

The main theorem is `melting_shift_bounds`. It takes any melting point $T'$ of the potential and returns both inequalities. `existsUnique_meltingPoint` ensures that there is exactly one such $T'$ for a constant error of either sign. This $T'$ is only a real number: it is negative when $\delta<g(0)$, and it is a physical melting point only if it lies in the range where $g$ describes both phases. `melting_error_le` handles a variable error but takes the potential's melting point as given: it neither shows that one exists nor excludes several. It needs no continuity of $e$.

The entropy bounds are assumed, not derived from an interatomic model. Requiring them at every real number, including negative temperatures, is an idealisation: for a real material, $g$ has to be extended beyond the range where both phases can be followed. The two-sided estimate by hand uses the slopes only between $T_m$ and $T'$. The model describes a single melting temperature, as for a pure substance or a congruently melting compound. An alloy that melts over a range between solidus and liquidus needs a free-energy balance in composition as well.

## How the proofs follow the calculation

`gap_separates` is the separation inequality. It splits on the order of the two temperatures and applies `mul_sub_le_image_sub_of_le_deriv`, Mathlib's form of the lower mean value bound. The rest of the proof matches the absolute values to that order.

`existsUnique_meltingPoint` uses the bracket $\pm R$. The facts `hup` and `hdown` are the slope bounds on $[0,R]$ and $[-R,0]$, and `mem_range_of_exists_le_of_exists_ge` is the intermediate value step. For uniqueness, `gap_separates` is applied to two melting points, where $g$ takes the same value $\delta$, which forces their distance to be zero.

In `melting_shift_bounds`, the fact `hle` excludes $T'<T_m$ by the sign contradiction above. Then `hlow` and `hupp` are the two slope bounds on $[T_m,T']$; the second comes from `image_sub_le_mul_sub_of_deriv_le`. The last lines clear the denominators and leave linear arithmetic to `linarith`.

`melting_error_le` is one application of `gap_separates`, with $g(T_m)=0$ and $g(T')=e(T')$ substituted. In `shift_eq_iff_linear`, the facts `ha` and `hb` are the slope bounds to the left and right of an intermediate temperature, and together they pin $g(T)$ from both sides. The converse evaluates the linear formula at $T'$.

`hasDerivAt_meltingPoint` takes a function `τ` that supplies a melting point for every constant error. Continuity comes from separation: an error change smaller than $s_1\varepsilon$ moves the melting point by less than $\varepsilon$. The inverse function rule `HasDerivAt.of_local_left_inverse` then gives the reciprocal slope, which is legitimate because $g'\ge s_1>0$.

## Correcting a computed melting point

Within this model of one melting temperature with bounded entropy of fusion, the result turns a free-energy error found when validating a potential into an error bar in kelvin. As an illustration with chosen numbers, let $\delta=2$ meV per atom and let the entropy of fusion lie between $0.08$ and $0.10$ meV per atom per kelvin. The potential then melts between 20 K and 25 K too high.

The same step appears when a melting point obtained with a cheap potential is corrected towards a more expensive reference method. One first finds $T'$ for the potential, for instance from solid–liquid coexistence. At $T'$, free-energy perturbation or thermodynamic integration gives the reference-minus-potential Gibbs free energy of each phase at the given pressure. The solid value minus the liquid value is $e(T')$, and since the potential's own difference vanishes there, this equals the reference $g(T')$. The correction is

```python
dG = dG_solid - dG_liquid    # reference minus potential, per atom, at T_pot
T_ref = T_pot - dG / dS_fus  # dS_fus: entropy of fusion per atom
```

With the reference entropy of fusion at $T'$, this is one Newton step towards the zero of $g$. Often the potential's own value, its enthalpy of fusion divided by $T'$, is used in its place, which adds an approximation when $e$ varies with temperature. If a lower bound $s_1$ on the reference entropy of fusion is available, $|e(T')|/s_1$ limits how far the uncorrected $T'$ can be from the reference melting point. Statistical uncertainty in the computed `dG` has to be added to $|e(T')|$ before dividing.
